# The squared Coulomb normalisation factor is positive in every partial wave, for repulsion and attraction alike

For a partial wave `l` and a real, nonzero Sommerfeld parameter η, positive for repulsion and negative for attraction, `coulombFactor_pos` states that the squared Coulomb normalisation factor is strictly positive. The factor is given by an explicit formula: 4^l ∏(s² + η²) · 2πη, with s running from 1 to l, divided by ((2l+1)!)² (exp(2πη) − 1). Only 2πη and exp(2πη) − 1 can be negative, and both have the sign of η. The proof therefore splits on that sign, and shows that numerator and denominator are both negative for η < 0 and both positive for η > 0.

The first attempt, which Lean rejects:

```lean
import Mathlib

open Filter Topology
open scoped Real

namespace CoulombFactorPos

/-- The squared Coulomb normalisation factor of partial wave `l` at Sommerfeld parameter `η`,
for `η ≠ 0`; positive `η` means repulsion. -/
noncomputable def coulombFactor (l : ℕ) (η : ℝ) : ℝ :=
  4 ^ l * (∏ s ∈ Finset.range l, (((s : ℝ) + 1) ^ 2 + η ^ 2)) * (2 * π * η) /
    (((2 * l + 1).factorial : ℝ) ^ 2 * (Real.exp (2 * π * η) - 1))

/-- The Coulomb factor is positive for every nonzero Sommerfeld parameter. -/
theorem coulombFactor_pos (l : ℕ) {η : ℝ} (hη : η ≠ 0) : 0 < coulombFactor l η := by
  have hP : 0 < ∏ s ∈ Finset.range l, (((s : ℝ) + 1) ^ 2 + η ^ 2) :=
    Finset.prod_pos fun s _ => by positivity
  have hF : 0 < ((2 * l + 1).factorial : ℝ) ^ 2 := by positivity
  have h4 : (0 : ℝ) < 4 ^ l := by positivity
  have hpi : 0 < 2 * π := by positivity
  unfold coulombFactor
  -- numerator and denominator have the sign of `η`
  rcases lt_or_gt_of_ne hη with h | h
  · have hx : 2 * π * η < 0 := mul_neg_of_pos_of_neg hpi h
    exact div_pos_of_neg_of_neg (mul_neg_of_pos_of_neg (mul_pos h4 hP) hx)
      (mul_neg_of_pos_of_neg hF (sub_neg.2 (Real.exp_lt_one hx)))
  · have hx : 0 < 2 * π * η := mul_pos hpi h
    exact div_pos (mul_pos (mul_pos h4 hP) hx)
      (mul_pos hF (sub_pos.2 (Real.one_lt_exp_iff.2 hx)))

end CoulombFactorPos
```

Messages:

```
Main.lean:26:44: error(lean.unknownIdentifier): Unknown constant `Real.exp_lt_one`
```

Lean accepts the file once it reads:

```diff
@@ -24,5 +24,5 @@
   · have hx : 2 * π * η < 0 := mul_neg_of_pos_of_neg hpi h
     exact div_pos_of_neg_of_neg (mul_neg_of_pos_of_neg (mul_pos h4 hP) hx)
-      (mul_neg_of_pos_of_neg hF (sub_neg.2 (Real.exp_lt_one hx)))
+      (mul_neg_of_pos_of_neg hF (sub_neg.2 (Real.exp_lt_one_iff.2 hx)))
   · have hx : 0 < 2 * π * η := mul_pos hpi h
     exact div_pos (mul_pos (mul_pos h4 hP) hx)
```

The message means that Lean finds no constant called `Real.exp_lt_one` in the Mathlib it is given. The name is used in the attractive case, where `hx` says that `2 * π * η < 0` and the proof needs `Real.exp (2 * π * η) < 1`, from which `sub_neg.2` makes the exponential minus one negative. The mathematics of this step is right, and only the lemma's name is at fault.

The repair uses `Real.exp_lt_one_iff`, which says that the exponential of a real number is less than one exactly when the number is negative. Because this is an equivalence and not an implication, it can't be applied to `hx` directly. `.2` picks out the direction from the negative exponent to the bound on the exponential, and `hx` is then the hypothesis it needs. The repulsive case already uses `Real.one_lt_exp_iff.2` in the same way and is unchanged.
